# Exchange couplings from a symmetric single-flip matrix with a uniform eigenvector: existence, uniqueness and an eigenbasis formula

Take a molecule with n magnetic sites, one spin-1/2 on each, and start from the high-spin state with every spin up. Flipping one spin gives n states, one per site, and a spin-flip calculation can be condensed into an n by n energy matrix M between them. I would like to read the Heisenberg couplings J_ij, defined by a term −2 J_ij S_i·S_j for each pair of sites, off the energies and eigenvectors of M.

The claim I have in mind is this. If M is real and symmetric, and the uniform combination of the flips is an eigenvector with the high-spin energy E, then exactly one set of couplings reproduces M, and for i ≠ j

J_ij = −∑_k (ε_k − E) u_ki u_kj

for any orthonormal basis of real eigenvectors u_k with energies ε_k. Is that right even with degenerate levels, where the eigenvectors are not unique? I would like to see it derived without gaps and stated so that a proof assistant can check it.

## The couplings are the off-diagonal elements with the sign reversed

Yes, it is right, and degeneracies do no harm: the sum over k only rebuilds a matrix element of M, which is the same in every eigenbasis.

First, the form of the matrix. Write the Heisenberg Hamiltonian, shifted so that the all-up state has energy E, as

H = E − 2 ∑_{i<j} J_ij (S_i·S_j − 1/4).

For two spins 1/2, S_i·S_j − 1/4 = (P_ij − 1)/2, where P_ij exchanges the two spins. Hence

H = E + ∑_{i<j} J_ij (1 − P_ij).

Let |i⟩ be the state with only spin i flipped. P_ij turns |i⟩ into |j⟩, and exchanges that do not involve site i leave |i⟩ alone, so

H|i⟩ = E|i⟩ + ∑_{j≠i} J_ij (|i⟩ − |j⟩).

With J_ii = 0, the matrix elements are

M_ii = E + ∑_j J_ij, and M_ij = −J_ij for i ≠ j.

This is E plus the weighted Laplacian of J. Each row sums to E, so the uniform vector, (1, …, 1)/√n when normalised, has energy E. It is the one-flip component of the high-spin multiplet. Positive J is ferromagnetic here.

Now go backwards. Let M be symmetric with every row sum equal to E. The off-diagonal elements leave no choice: J_ij = −M_ij for i ≠ j, and J_ii = 0. This proves uniqueness, and J inherits its symmetry from M. The diagonal then comes out correctly, because

E + ∑_j J_ij = E − ∑_{j≠i} M_ij = E − (E − M_ii) = M_ii.

For the formula, put the eigenvectors into the rows of a square matrix U with U_ki = u_ki. Orthonormality says U Uᵀ = 1. For a square matrix this implies Uᵀ U = 1, which is completeness:

∑_k u_ki u_kj = δ_ij.

Inserting it gives the spectral resolution of M:

M_ij = ∑_l M_il δ_lj = ∑_k (∑_l M_il u_kl) u_kj = ∑_k ε_k u_ki u_kj.

For i ≠ j, subtracting E from every energy changes nothing, since ∑_k u_ki u_kj = 0. Therefore

∑_k (ε_k − E) u_ki u_kj = M_ij = −J_ij.

Setting i = j in this formula is where one can go wrong. The right-hand side then becomes

−∑_k (ε_k − E) u_ki² = −(M_ii − E) = −∑_j J_ij,

which is minus the total coupling of site i and in general not zero. The restriction i ≠ j therefore has to appear in the theorem; without it the statement would be false.

## Checks on the trace, the dimer and the four-site ring

Summing M_ii over sites gives nE + ∑_i ∑_j J_ij. The spectral resolution gives ∑_k ε_k for the same trace, because each u_k is normalised. Hence

∑_k (ε_k − E) = ∑_i ∑_j J_ij,

where each pair of sites is counted twice.

For two sites, the antisymmetric state (1, −1)/√2 has energy E′ = E + 2J_01, so J_01 = (E′ − E)/2. Here E is the triplet energy and E′ the singlet energy.

For a ring of four sites with nearest-neighbour coupling g, the modes (1, 1, 1, 1)/2, (1, −1, 1, −1)/2, (1, 1, −1, −1)/2 and (1, −1, −1, 1)/2 have energies E, E + 4g, E + 2g and E + 2g. For neighbours 0 and 1 the formula gives

J_01 = −(−4g + 2g − 2g)/4 = g,

and for the opposite sites 0 and 2 it gives

J_02 = −(4g − 2g − 2g)/4 = 0.

## What the Lean theorem says about M, E and J

The sites form a finite type `n`, and all matrices are real. `IsCoupling J` says that J is symmetric with zero diagonal. `flipMatrix E J` is the matrix derived above, with the same sign and the same factor of 2 in the Hamiltonian. The file starts from this matrix, so the step from the Heisenberg Hamiltonian to it rests on the derivation above.

In `IsEigenbasis M ε u`, the number `u k i` is the component of eigenvector k on site i, and `ε k` is its energy. The eigenvectors are labelled by the same type as the sites, so there are as many of them as sites. Nothing requires the energies to be distinct.

The main theorem, `exchange_extraction`, takes two hypotheses. `hM` says that M is symmetric. `h1` says that M times the all-ones vector, left unnormalised, is E times that vector. Physically, `h1` expresses spin symmetry: the one-flip component of the high-spin multiplet is an eigenstate with the energy of the all-up state. The conclusion has three parts:

- There is a `J` with `IsCoupling J` and `M = flipMatrix E J`.
- Every other `J'` with these two properties equals `J`.
- For every `ε` and `u` that form an eigenbasis of M, the formula holds for all `i ≠ j`.

The condition `h1` does real work. Take two sites and M = diag(0, 1), as if one site had a different local energy. M is symmetric, but its zero off-diagonal elements force J = 0, and then `flipMatrix E J` is E times the identity, which is not M for any E. The formula would still return a number, J_01 = 0, without any sign that the model has failed.

For electronic structure, the result covers the last step of extracting couplings from a one-flip calculation, in a model with one spin-1/2 per site and a real symmetric, spin-conserving effective matrix. Eigenvectors obtained by projecting computed states onto local flips are generally not orthonormal, and how to orthonormalise them is a separate decision. With four or more sites, flipping more spins brings in states of lower total spin than any in the one-flip space. Since every M that meets the two hypotheses has the required form, an exact fit in the one-flip space is no evidence that the same couplings describe those states.

```lean
import Mathlib

open Matrix

namespace SpinFlipExchangeExtraction

noncomputable section

variable {n : Type*} [Fintype n] [DecidableEq n]

/-- A table of exchange couplings: symmetric in the two sites, with no self-coupling. -/
def IsCoupling (J : Matrix n n ℝ) : Prop :=
  J.IsSymm ∧ ∀ i, J i i = 0

/-- The single-flip matrix with reference energy `E` and couplings `J`:
`E` times the identity plus the weighted Laplacian of `J`. -/
def flipMatrix (E : ℝ) (J : Matrix n n ℝ) : Matrix n n ℝ :=
  E • (1 : Matrix n n ℝ) + (Matrix.diagonal (fun i => ∑ j, J i j) - J)

/-- The vectors `u k` are orthonormal eigenvectors of `M` with energies `ε k`,
as many as there are sites. -/
structure IsEigenbasis (M : Matrix n n ℝ) (ε : n → ℝ) (u : n → n → ℝ) : Prop where
  orthonormal : ∀ k l, u k ⬝ᵥ u l = if k = l then 1 else 0
  eigen : ∀ k, M *ᵥ u k = ε k • u k

/-- Completeness of an orthonormal eigenbasis, written in site components. -/
theorem completeness {M : Matrix n n ℝ} {ε : n → ℝ} {u : n → n → ℝ}
    (hu : IsEigenbasis M ε u) (i j : n) :
    ∑ k, u k i * u k j = if i = j then 1 else 0 := by
  have h : (Matrix.of u) * (Matrix.of u)ᵀ = 1 := by
    ext k l
    simpa [Matrix.mul_apply, dotProduct, Matrix.one_apply] using hu.orthonormal k l
  -- a one-sided inverse of a square matrix is two-sided
  have h' := mul_eq_one_comm.mp h
  have h2 := congrFun (congrFun h' i) j
  simpa [Matrix.mul_apply, Matrix.one_apply] using h2

/-- Spectral resolution: the matrix elements between sites are recovered from energies
and eigenvectors. -/
theorem spectral_resolution {M : Matrix n n ℝ} {ε : n → ℝ} {u : n → n → ℝ}
    (hu : IsEigenbasis M ε u) (i j : n) :
    M i j = ∑ k, ε k * u k i * u k j := by
  calc M i j = ∑ l, M i l * (if l = j then 1 else 0) := by simp
    _ = ∑ l, M i l * ∑ k, u k l * u k j := by
        refine Finset.sum_congr rfl fun l _ => ?_
        rw [completeness hu l j]
    _ = ∑ k, (∑ l, M i l * u k l) * u k j := by
        simp_rw [Finset.mul_sum, Finset.sum_mul]
        rw [Finset.sum_comm]
        refine Finset.sum_congr rfl fun k _ => Finset.sum_congr rfl fun l _ => ?_
        ring
    _ = ∑ k, ε k * u k i * u k j := by
        refine Finset.sum_congr rfl fun k _ => ?_
        have h := congrFun (hu.eigen k) i
        simp only [Matrix.mulVec, dotProduct, Pi.smul_apply, smul_eq_mul] at h
        rw [h]

/-- The matrix element between flips on two different sites is minus their coupling. -/
theorem flipMatrix_offdiag (E : ℝ) (J : Matrix n n ℝ) {i j : n} (h : i ≠ j) :
    flipMatrix E J i j = -J i j := by
  simp [flipMatrix, Matrix.one_apply_ne h, Matrix.diagonal_apply_ne _ h]

/-- A matrix has the form `E` plus the weighted Laplacian of some couplings exactly when it is
symmetric and the uniform vector is an eigenvector with eigenvalue `E`. -/
theorem exists_coupling_iff (M : Matrix n n ℝ) (E : ℝ) :
    (∃ J, IsCoupling J ∧ M = flipMatrix E J) ↔
      M.IsSymm ∧ M *ᵥ (1 : n → ℝ) = E • (1 : n → ℝ) := by
  constructor
  · rintro ⟨J, hJ, rfl⟩
    refine ⟨?_, ?_⟩
    · refine Matrix.IsSymm.ext fun i j => ?_
      by_cases h : i = j
      · rw [h]
      · rw [flipMatrix_offdiag E J h, flipMatrix_offdiag E J (Ne.symm h), hJ.1.apply i j]
    · ext i
      simp [flipMatrix, Matrix.mulVec, dotProduct, Matrix.one_apply, Matrix.diagonal_apply,
        Finset.sum_add_distrib, Finset.sum_sub_distrib]
  · rintro ⟨hM, h1⟩
    -- read the couplings off the off-diagonal elements
    refine ⟨Matrix.of fun i j => if i = j then 0 else -M i j, ⟨?_, fun i => by simp⟩, ?_⟩
    · refine Matrix.IsSymm.ext fun i j => ?_
      by_cases h : i = j
      · rw [h]
      · simp [h, Ne.symm h, hM.apply i j]
    · ext i j
      by_cases h : i = j
      · subst h
        -- the row sum of `M` fixes its diagonal element
        have hrow : ∑ j, M i j = E := by
          have h2 := congrFun h1 i
          simpa [Matrix.mulVec, dotProduct] using h2
        have hsum : ∑ j, (if i = j then 0 else -M i j) = M i i - ∑ j, M i j := by
          have h3 : ∀ j, (if i = j then 0 else -M i j)
              = (if i = j then M i j else 0) - M i j := by
            intro j
            split_ifs <;> ring
          rw [Finset.sum_congr rfl fun j _ => h3 j, Finset.sum_sub_distrib]
          simp
        simp only [flipMatrix, Matrix.add_apply, Matrix.sub_apply, Matrix.smul_apply,
          Matrix.one_apply_eq, Matrix.diagonal_apply_eq, Matrix.of_apply, smul_eq_mul, if_true]
        rw [hsum, hrow]
        ring
      · rw [flipMatrix_offdiag E _ h]
        simp [h]

/-- Extraction of exchange couplings: a symmetric matrix with the uniform vector as eigenvector
of energy `E` is `E` plus the weighted Laplacian of exactly one table of couplings, and any
orthonormal eigenbasis gives these as `J i j = -∑ k, (ε k - E) * u k i * u k j` for `i ≠ j`. -/
theorem exchange_extraction (M : Matrix n n ℝ) (E : ℝ) (hM : M.IsSymm)
    (h1 : M *ᵥ (1 : n → ℝ) = E • (1 : n → ℝ)) :
    ∃ J, (IsCoupling J ∧ M = flipMatrix E J) ∧
      (∀ J', IsCoupling J' ∧ M = flipMatrix E J' → J' = J) ∧
      ∀ ε u, IsEigenbasis M ε u →
        ∀ i j, i ≠ j → J i j = -∑ k, (ε k - E) * u k i * u k j := by
  obtain ⟨J, hJ, hMJ⟩ := (exists_coupling_iff M E).mpr ⟨hM, h1⟩
  refine ⟨J, ⟨hJ, hMJ⟩, ?_, ?_⟩
  · rintro J' ⟨hJ', hMJ'⟩
    ext i j
    by_cases h : i = j
    · rw [h, hJ.2 j, hJ'.2 j]
    · have ha := flipMatrix_offdiag E J h
      have hb := flipMatrix_offdiag E J' h
      rw [← hMJ] at ha
      rw [← hMJ'] at hb
      linarith
  · intro ε u hu i j h
    have ha := flipMatrix_offdiag E J h
    rw [← hMJ, spectral_resolution hu i j] at ha
    -- the shift by `E` drops out by completeness
    have hc := completeness hu i j
    rw [if_neg h] at hc
    have hs : ∑ k, (ε k - E) * u k i * u k j
        = ∑ k, ε k * u k i * u k j - E * ∑ k, u k i * u k j := by
      rw [Finset.mul_sum, ← Finset.sum_sub_distrib]
      refine Finset.sum_congr rfl fun k _ => ?_
      ring
    rw [hs, hc, ha]
    ring

/-- Sum rule: the energies measured from `E` add up to the sum of the couplings over all
ordered pairs of sites. -/
theorem excitation_sum_rule (E : ℝ) (J : Matrix n n ℝ) (hJ : IsCoupling J)
    {ε : n → ℝ} {u : n → n → ℝ} (hu : IsEigenbasis (flipMatrix E J) ε u) :
    ∑ k, (ε k - E) = ∑ i, ∑ j, J i j := by
  -- evaluate the trace in the eigenbasis
  have ht : ∑ i, flipMatrix E J i i = ∑ k, ε k := by
    rw [Finset.sum_congr rfl fun i _ => spectral_resolution hu i i, Finset.sum_comm]
    refine Finset.sum_congr rfl fun k _ => ?_
    have h := hu.orthonormal k k
    rw [if_pos rfl] at h
    simp only [dotProduct] at h
    simp_rw [mul_assoc]
    rw [← Finset.mul_sum, h, mul_one]
  -- and in the site basis
  have hd : ∀ i, flipMatrix E J i i = E + ∑ j, J i j := by
    intro i
    simp [flipMatrix, hJ.2 i]
  rw [Finset.sum_congr rfl fun i _ => hd i, Finset.sum_add_distrib] at ht
  rw [Finset.sum_sub_distrib]
  linarith

/-- Two sites: if the antisymmetric combination of the two flips has energy `E'`, the coupling
is half the gap `E' - E`. -/
theorem two_site_coupling (E E' : ℝ) (J : Matrix (Fin 2) (Fin 2) ℝ)
    (h : flipMatrix E J *ᵥ ![1, -1] = E' • ![1, -1]) :
    J 0 1 = (E' - E) / 2 := by
  have h0 := congrFun h 0
  simp [flipMatrix, Matrix.mulVec, dotProduct, Fin.sum_univ_two] at h0
  linarith

/-- Four sites on a ring with equal nearest-neighbour coupling `g`. -/
def ringCoupling (g : ℝ) : Matrix (Fin 4) (Fin 4) ℝ :=
  !![0, g, 0, g; g, 0, g, 0; 0, g, 0, g; g, 0, g, 0]

/-- Four orthonormal sign patterns on the four-site ring. -/
def ringModes : Fin 4 → Fin 4 → ℝ :=
  ![![1/2, 1/2, 1/2, 1/2], ![1/2, -1/2, 1/2, -1/2],
    ![1/2, 1/2, -1/2, -1/2], ![1/2, -1/2, -1/2, 1/2]]

/-- The four-site ring has admissible couplings, and the sign patterns are an orthonormal
eigenbasis with energies `E`, `E + 4g`, `E + 2g`, `E + 2g`. -/
theorem ring_witness (E g : ℝ) :
    IsCoupling (ringCoupling g) ∧
      IsEigenbasis (flipMatrix E (ringCoupling g))
        ![E, E + 4 * g, E + 2 * g, E + 2 * g] ringModes := by
  refine ⟨⟨?_, ?_⟩, ⟨?_, ?_⟩⟩
  · refine Matrix.IsSymm.ext fun i j => ?_
    fin_cases i <;> fin_cases j <;> simp [ringCoupling]
  · intro i
    fin_cases i <;> simp [ringCoupling]
  · intro k l
    fin_cases k <;> fin_cases l <;>
      simp [ringModes, dotProduct, Fin.sum_univ_four] <;> norm_num
  · intro k
    ext i
    fin_cases k <;> fin_cases i <;>
      simp [flipMatrix, ringCoupling, ringModes, Matrix.mulVec, dotProduct,
        Fin.sum_univ_four, Matrix.one_apply, Matrix.diagonal_apply] <;> ring

end

end SpinFlipExchangeExtraction
```

```lean
#print axioms SpinFlipExchangeExtraction.exists_coupling_iff
-- 'SpinFlipExchangeExtraction.exists_coupling_iff' depends on axioms: [propext, Classical.choice, Quot.sound]
#print axioms SpinFlipExchangeExtraction.exchange_extraction
-- 'SpinFlipExchangeExtraction.exchange_extraction' depends on axioms: [propext, Classical.choice, Quot.sound]
#print axioms SpinFlipExchangeExtraction.excitation_sum_rule
-- 'SpinFlipExchangeExtraction.excitation_sum_rule' depends on axioms: [propext, Classical.choice, Quot.sound]
#print axioms SpinFlipExchangeExtraction.two_site_coupling
-- 'SpinFlipExchangeExtraction.two_site_coupling' depends on axioms: [propext, Classical.choice, Quot.sound]
```

## How the proof follows the derivation

`completeness` writes orthonormality as a matrix product equal to 1 and reverses the order of the factors with `mul_eq_one_comm`. This is the step from U Uᵀ = 1 to Uᵀ U = 1, and it needs U to be square.

`spectral_resolution` is a `calc` chain with the same stages as the derivation: insert a Kronecker delta, replace it by the completeness sum, exchange the two sums with `Finset.sum_comm`, and apply the eigenvalue equation.

`flipMatrix_offdiag` records that the element between two different sites is `-J i j`. Both uniqueness and the formula rest on it.

`exists_coupling_iff` proves existence together with its converse: a matrix has the Laplacian form exactly when it is symmetric and satisfies the row-sum condition. In the direction that constructs J, the couplings are defined as `-M i j` off the diagonal and 0 on it. The proof then treats the cases `i = j` and `i ≠ j` separately. In the diagonal case, `hrow` is the row-sum condition and `hsum` evaluates the sum of the new couplings as M_ii minus the full row sum; together they give M_ii back.

`exchange_extraction` takes J from that lemma. For uniqueness it compares two candidates element by element: the diagonals are both zero, and off the diagonal both equal minus the same element of M. For the formula, `hs` splits the sum into the spectral resolution and E times the completeness sum, and `hc` says that the latter vanishes for `i ≠ j`.

`excitation_sum_rule` computes the trace twice, in the eigenbasis (`ht`) and in the site basis (`hd`), and equates the results. `two_site_coupling` uses only the first component of the eigenvalue equation for the unnormalised vector `![1, -1]`. It does not need `IsCoupling`, because `J 0 0` cancels in that component. `ring_witness` checks the four-site ring entry by entry for arbitrary E and g, which gives a concrete eigenbasis with a degenerate pair.
